# Radial moments of $r^lP(r)e^{-\kappa r}$ with $\kappa>0$ and $P(0)\neq0$ exist exactly for orders $s>-(2l+3)$

Let $R(r)=r^l P(r)e^{-\kappa r}$, where $l=0,1,2,\dots$ is the angular momentum, $\kappa>0$ is the decay constant and $P$ is a real polynomial with $P(0)\neq 0$. For real $s$,

$$\int_0^\infty r^s R(r)^2\,r^2\,dr \ \text{ is finite}\quad\Longleftrightarrow\quad s>-(2l+3).$$

The inverse-cube moment, $s=-3$, therefore diverges for every such s function and exists for p functions and all higher $l$, however many radial nodes $P$ produces. For the nodeless case $P=1$ and $l\ge1$, its normalised value is

$$\langle r^{-3}\rangle=\frac{2\kappa^3}{l(l+1)(2l+1)}.$$

## Inverse-cube integrals in spin–orbit and hyperfine code

For a non-relativistic electron in the Coulomb field of a point nucleus, $\langle r^{-3}\rangle$ is the radial factor in the first-order spin–orbit energy and the orbital and dipolar hyperfine terms. The criterion tells a code for which $l$ that radial factor is a number at all. For an s state the spin–orbit angular factor is zero while the radial factor is infinite, so their product is undefined; a code can avoid it by skipping the term for $l=0$ before requesting the radial integral.

Two common ways of computing radial moments can hide a divergence.

With Slater-type primitives $r^{n-1}e^{-\zeta r}$ and $r^{n'-1}e^{-\zeta' r}$, the radial integral of $r^s$ has the integrand $r^{q}e^{-ar}$, with $q=n+n'+s$ and $a=\zeta+\zeta'$. A routine returns $\Gamma(q+1)/a^{q+1}$. For the inverse cube with $n=n'=1$ the argument is $q+1=0$, a pole of the Gamma function, so the formula itself signals the divergence. At negative non-integer arguments the Gamma function is finite, so for $q=-3/2$, which arises for example from $n=n'=1$ and $s=-7/2$, the routine returns the finite negative number $-2\sqrt{\pi}\,a^{1/2}$ for a divergent integral of a positive function. The guard is to test $q>-1$ before calling it.

On a radial grid that starts at $r_{\min}>0$, quadrature always returns something finite. For an s function and $s=-3$ the integrand behaves as $R(0)^2/r$ near the origin, so, if the grid resolves this $1/r$ rise, as a sufficiently fine logarithmic grid does, each factor of ten by which $r_{\min}$ shrinks adds about $R(0)^2\ln 10$. A result that grows by a constant amount per decade is the sign of this logarithm.

The closed formula also supplies a reference value. For hydrogen 2p in atomic units, $l=1$ and $\kappa=1/2$ give $\langle r^{-3}\rangle=1/24$.

## The origin sets the exponent, the exponential controls the tail

For $r>0$ the integrand is

$$r^sR(r)^2r^2=r^{q}g(r),\qquad q=2l+2+s,\qquad g(r)=P(r)^2e^{-2\kappa r}.$$

The condition $s>-(2l+3)$ is the same as $q>-1$.

**Integrability forces $q>-1$.** The function $g$ is continuous and $g(0)=P(0)^2>0$. Hence there is a $\delta>0$ with $g(r)>g(0)/2$ for $0<r<\delta$, and on that interval

$$r^q\le \frac{2}{g(0)}\,r^q g(r).$$

If the right-hand side is integrable, so is $r^q$ on $(0,\delta)$. For $0<\varepsilon<\delta$,

$$\int_\varepsilon^\delta r^q\,dr=\frac{\delta^{q+1}-\varepsilon^{q+1}}{q+1}\quad(q\ne-1),\qquad \int_\varepsilon^\delta \frac{dr}{r}=\ln\frac{\delta}{\varepsilon},$$

and this stays bounded as $\varepsilon\to0$ only when $q>-1$.

**$q>-1$ is enough.** Write $P(r)^2=\sum_n c_n r^n$, a finite sum. Each term contributes $c_n r^{q+n}e^{-2\kappa r}$ with $q+n>-1$. Near the origin it is bounded by a multiple of the integrable power $r^{q+n}$, and at large $r$ the exponential outweighs any power. A finite sum of integrable functions is integrable.

The same argument with $g(r)=e^{-ar}$, $a>0$, shows that $r^{2l+2+s}e^{-ar}$ is integrable on $(0,\infty)$ if and only if $s>-(2l+3)$. For $s=-3$ the condition reads $2l>0$, that is, $l\ge1$.

**Nodeless values.** Let $P=1$ and call the unnormalised moment $I_s$. The substitution $t=2\kappa r$ gives, for $s>-(2l+3)$,

$$I_s=\int_0^\infty r^{2l+2+s}e^{-2\kappa r}\,dr=\frac{\Gamma(2l+3+s)}{(2\kappa)^{2l+3+s}}.$$

For $l\ge1$, three uses of $\Gamma(x+1)=x\,\Gamma(x)$ give $\Gamma(2l+3)=(2l+2)(2l+1)(2l)\,\Gamma(2l)$, so

$$\langle r^{-3}\rangle=\frac{I_{-3}}{I_0}=\frac{(2\kappa)^3}{(2l+2)(2l+1)(2l)}=\frac{2\kappa^3}{l(l+1)(2l+1)}.$$

## The criterion and the nodeless moments in Lean

```lean
import Mathlib

open MeasureTheory Set Filter Topology

namespace RadialMoments

noncomputable section

/-- Radial function `r^l P(r) exp(-κ r)` with angular momentum `l`, polynomial factor `P`
and decay constant `κ`. -/
def radial (l : ℕ) (P : Polynomial ℝ) (κ r : ℝ) : ℝ :=
  r ^ l * P.eval r * Real.exp (-κ * r)

/-- Integrand `r^s R(r)² r²` of the radial moment of real order `s`. -/
def momentDensity (l : ℕ) (P : Polynomial ℝ) (κ s r : ℝ) : ℝ :=
  r ^ s * radial l P κ r ^ 2 * r ^ 2

/-- The radial moment of order `s` exists: its integrand is integrable on `(0, ∞)`. -/
def MomentExists (l : ℕ) (P : Polynomial ℝ) (κ s : ℝ) : Prop :=
  IntegrableOn (momentDensity l P κ s) (Ioi 0)

/-- If `r^q g(r)` is integrable on `(0, ∞)` and `g` is continuous and positive at the origin,
then `q > -1`. -/
theorem exponent_gt_of_integrable {q : ℝ} {g : ℝ → ℝ} (hg : ContinuousAt g 0)
    (h0 : 0 < g 0) (hint : IntegrableOn (fun r : ℝ => r ^ q * g r) (Ioi 0)) : -1 < q := by
  -- near the origin `g` stays above half its value there
  have hev : ∀ᶠ r in 𝓝 (0 : ℝ), g 0 / 2 < g r :=
    hg.tendsto.eventually (lt_mem_nhds (half_lt_self h0))
  obtain ⟨δ, hδ, hb⟩ := Metric.eventually_nhds_iff.mp hev
  rw [← intervalIntegral.integrableOn_Ioo_rpow_iff hδ]
  have h1 : Integrable (fun r : ℝ => r ^ q * g r) (volume.restrict (Ioo 0 δ)) :=
    hint.mono_set Ioo_subset_Ioi_self
  -- so the bare power is dominated by a multiple of the integrand
  refine Integrable.mono' (h1.const_mul (2 / g 0))
    (by fun_prop : Measurable fun x : ℝ => x ^ q).aestronglyMeasurable ?_
  filter_upwards [ae_restrict_mem measurableSet_Ioo] with r hr
  have hgr : g 0 / 2 < g r :=
    hb (by rw [Real.dist_eq, sub_zero, abs_of_pos hr.1]; exact hr.2)
  have hp : 0 ≤ r ^ q := Real.rpow_nonneg hr.1.le q
  have h2 : 1 ≤ 2 / g 0 * g r := by
    rw [div_mul_eq_mul_div, le_div_iff₀ h0]
    linarith
  rw [Real.norm_of_nonneg hp]
  calc r ^ q = r ^ q * 1 := (mul_one _).symm
    _ ≤ r ^ q * (2 / g 0 * g r) := mul_le_mul_of_nonneg_left h2 hp
    _ = 2 / g 0 * (r ^ q * g r) := by ring

/-- For `q > -1` and `a > 0`, the product of `r^q`, a polynomial and `exp(-a r)` is integrable
on `(0, ∞)`. -/
theorem integrable_power_poly_exp {q a : ℝ} (hq : -1 < q) (ha : 0 < a)
    (P : Polynomial ℝ) :
    IntegrableOn (fun r : ℝ => r ^ q * (P.eval r * Real.exp (-a * r))) (Ioi 0) := by
  induction P using Polynomial.induction_on' with
  | add p p' hp hp' =>
    refine (Integrable.add hp hp').congr (Eventually.of_forall fun r => ?_)
    simp only [Pi.add_apply, Polynomial.eval_add]
    ring
  | monomial n c =>
    -- a monomial only raises the exponent
    have hn : (0 : ℝ) ≤ n := Nat.cast_nonneg n
    have h : IntegrableOn
        (fun r : ℝ => r ^ (q + (n : ℝ)) * Real.exp (-a * r ^ (1 : ℝ))) (Ioi 0) :=
      integrableOn_rpow_mul_exp_neg_mul_rpow (by linarith) (by norm_num) ha
    have h2 : IntegrableOn
        (fun r : ℝ => c * (r ^ (q + (n : ℝ)) * Real.exp (-a * r ^ (1 : ℝ)))) (Ioi 0) :=
      Integrable.const_mul h c
    refine IntegrableOn.congr_fun h2 (fun r hr => ?_) measurableSet_Ioi
    have hr' : 0 < r := hr
    simp only [Polynomial.eval_monomial, Real.rpow_one, Real.rpow_add hr', Real.rpow_natCast]
    ring

/-- For `r > 0` the moment integrand equals `r^(2l+2+s) P(r)² exp(-2κ r)`. -/
theorem momentDensity_eq (l : ℕ) (P : Polynomial ℝ) (κ s : ℝ) {r : ℝ} (hr : 0 < r) :
    momentDensity l P κ s r =
      r ^ (2 * (l : ℝ) + 2 + s) * ((P ^ 2).eval r * Real.exp (-(2 * κ) * r)) := by
  have he : Real.exp (-(2 * κ) * r) = Real.exp (-κ * r) ^ 2 := by
    rw [sq, ← Real.exp_add]
    congr 1
    ring
  have hc : 2 * (l : ℝ) + 2 = ((2 * l + 2 : ℕ) : ℝ) := by simp
  rw [he, hc, Real.rpow_add hr, Real.rpow_natCast, Polynomial.eval_pow]
  unfold momentDensity radial
  ring

/-- For a radial function `r^l P(r) exp(-κ r)` with `κ > 0` and `P(0) ≠ 0`, the moment of real
order `s` exists if and only if `s > -(2l+3)`. -/
theorem momentExists_iff (l : ℕ) {P : Polynomial ℝ} (hP : P.eval 0 ≠ 0) {κ : ℝ}
    (hκ : 0 < κ) (s : ℝ) : MomentExists l P κ s ↔ -(2 * (l : ℝ) + 3) < s := by
  have hcongr : MomentExists l P κ s ↔ IntegrableOn (fun r : ℝ =>
      r ^ (2 * (l : ℝ) + 2 + s) * ((P ^ 2).eval r * Real.exp (-(2 * κ) * r))) (Ioi 0) :=
    integrableOn_congr_fun (fun r hr => momentDensity_eq l P κ s hr) measurableSet_Ioi
  rw [hcongr]
  constructor
  · -- the origin decides: there the smooth factor tends to `P(0)² > 0`
    intro h
    have hc : Continuous fun r : ℝ => (P ^ 2).eval r * Real.exp (-(2 * κ) * r) :=
      (P ^ 2).continuous.mul (by fun_prop)
    have h0 : 0 < (P ^ 2).eval 0 * Real.exp (-(2 * κ) * 0) := by
      rw [Polynomial.eval_pow]
      positivity
    have := exponent_gt_of_integrable hc.continuousAt h0 h
    linarith
  · intro h
    exact integrable_power_poly_exp (by linarith) (by linarith) (P ^ 2)

/-- For `a > 0`, the function `r^(2l+2+s) exp(-a r)` is integrable on `(0, ∞)` if and only if
`s > -(2l+3)`. -/
theorem integrable_power_exp_iff (l : ℕ) (s : ℝ) {a : ℝ} (ha : 0 < a) :
    IntegrableOn (fun r : ℝ => r ^ (2 * (l : ℝ) + 2 + s) * Real.exp (-a * r)) (Ioi 0) ↔
      -(2 * (l : ℝ) + 3) < s := by
  constructor
  · intro h
    have hc : Continuous fun r : ℝ => Real.exp (-a * r) := by fun_prop
    have := exponent_gt_of_integrable hc.continuousAt (Real.exp_pos _) h
    linarith
  · intro h
    have := integrable_power_poly_exp (q := 2 * (l : ℝ) + 2 + s) (by linarith) ha 1
    simpa only [Polynomial.eval_one, one_mul] using this

/-- For a radial function `r^l P(r) exp(-κ r)` with `κ > 0` and `P(0) ≠ 0`, the inverse-cube moment
exists if and only if `l ≥ 1`. -/
theorem inverseCube_exists_iff (l : ℕ) {P : Polynomial ℝ} (hP : P.eval 0 ≠ 0) {κ : ℝ}
    (hκ : 0 < κ) : MomentExists l P κ (-3) ↔ 1 ≤ l := by
  rw [momentExists_iff l hP hκ]
  constructor
  · intro h
    have h1 : (0 : ℝ) < l := by linarith
    have h2 : 0 < l := by exact_mod_cast h1
    omega
  · intro h
    have h1 : (1 : ℝ) ≤ l := by exact_mod_cast h
    linarith

/-- For the nodeless function `r^l exp(-κ r)` with `κ > 0` and `s > -(2l+3)`, the unnormalised
moment of order `s` is `Γ(2l+3+s) / (2κ)^(2l+3+s)`. -/
theorem nodeless_moment (l : ℕ) {κ s : ℝ} (hκ : 0 < κ) (hs : -(2 * (l : ℝ) + 3) < s) :
    ∫ r in Ioi (0 : ℝ), momentDensity l 1 κ s r =
      Real.Gamma (2 * (l : ℝ) + 3 + s) / (2 * κ) ^ (2 * (l : ℝ) + 3 + s) := by
  have h2 : 0 < 2 * κ := by linarith
  have h := Real.integral_rpow_mul_exp_neg_mul_Ioi
    (a := 2 * (l : ℝ) + 3 + s) (r := 2 * κ) (by linarith) h2
  have e : 2 * (l : ℝ) + 3 + s - 1 = 2 * (l : ℝ) + 2 + s := by ring
  rw [e, Real.div_rpow zero_le_one h2.le, Real.one_rpow] at h
  rw [setIntegral_congr_fun measurableSet_Ioi
    (fun r hr => momentDensity_eq l 1 κ s hr)]
  simp only [one_pow, Polynomial.eval_one, one_mul, neg_mul]
  rw [h]
  ring

/-- For the nodeless function `r^l exp(-κ r)` with `κ > 0` and `l ≥ 1`, the normalised inverse-cube
moment is `2κ³ / (l (l+1) (2l+1))`. -/
theorem nodeless_inverseCube (l : ℕ) (hl : 1 ≤ l) {κ : ℝ} (hκ : 0 < κ) :
    (∫ r in Ioi (0 : ℝ), momentDensity l 1 κ (-3) r) /
      (∫ r in Ioi (0 : ℝ), momentDensity l 1 κ 0 r) =
      2 * κ ^ 3 / ((l : ℝ) * (l + 1) * (2 * l + 1)) := by
  have hl' : (1 : ℝ) ≤ l := by exact_mod_cast hl
  have hl0 : (0 : ℝ) < l := by linarith
  have h2 : 2 * κ ≠ 0 := by positivity
  rw [nodeless_moment l hκ (by linarith), nodeless_moment l hκ (by linarith)]
  have e1 : 2 * (l : ℝ) + 3 + 0 = 2 * (l : ℝ) + 1 + 1 + 1 := by ring
  have e2 : 2 * (l : ℝ) + 3 + (-3) = 2 * (l : ℝ) := by ring
  -- three steps of the Gamma recursion link the two moments
  rw [e1, e2, Real.Gamma_add_one (by positivity : 2 * (l : ℝ) + 1 + 1 ≠ 0),
    Real.Gamma_add_one (by positivity : 2 * (l : ℝ) + 1 ≠ 0),
    Real.Gamma_add_one (by positivity : 2 * (l : ℝ) ≠ 0),
    Real.rpow_add_one h2, Real.rpow_add_one h2, Real.rpow_add_one h2]
  have hG : Real.Gamma (2 * (l : ℝ)) ≠ 0 := (Real.Gamma_pos_of_pos (by positivity)).ne'
  have hE : (2 * κ) ^ (2 * (l : ℝ)) ≠ 0 := (Real.rpow_pos_of_pos (by positivity) _).ne'
  generalize Real.Gamma (2 * (l : ℝ)) = G at hG ⊢
  generalize (2 * κ) ^ (2 * (l : ℝ)) = E at hE ⊢
  have e3 : 2 * (l : ℝ) + 1 + 1 = 2 * ((l : ℝ) + 1) := by ring
  have h3 : (l : ℝ) + 1 ≠ 0 := by positivity
  have h4 : 2 * (l : ℝ) + 1 ≠ 0 := by positivity
  rw [e3]
  field_simp

end

end RadialMoments
```

```lean
#print axioms RadialMoments.momentExists_iff
-- 'RadialMoments.momentExists_iff' depends on axioms: [propext, Classical.choice, Quot.sound]
#print axioms RadialMoments.integrable_power_exp_iff
-- 'RadialMoments.integrable_power_exp_iff' depends on axioms: [propext, Classical.choice, Quot.sound]
#print axioms RadialMoments.inverseCube_exists_iff
-- 'RadialMoments.inverseCube_exists_iff' depends on axioms: [propext, Classical.choice, Quot.sound]
#print axioms RadialMoments.nodeless_inverseCube
-- 'RadialMoments.nodeless_inverseCube' depends on axioms: [propext, Classical.choice, Quot.sound]
```

## What `MomentExists` says about an orbital

`radial l P κ r` is the function $R(r)$, with `l` a natural number and `P` a real polynomial. `momentDensity` multiplies its square by $r^s$ and by the volume factor $r^2$; the power `r ^ s` has a real exponent, so fractional orders are included. `MomentExists` states that this density is Lebesgue integrable on `Ioi 0`, the open half-line $(0,\infty)$. Divergence has to be expressed through integrability and not through the value of the integral, because Lean assigns the value zero to the integral of a non-integrable function.

`momentExists_iff` is the equivalence stated at the top. It concerns unnormalised functions, which is harmless for existence, since a non-zero constant factor changes nothing. `inverseCube_exists_iff` specialises it to $s=-3$, and `integrable_power_exp_iff` is the version for the bare power times exponential. Since `s` is any real number there, taking $l=0$ and $s=q-2$ gives the test $q>-1$ for Slater primitives. `nodeless_moment` gives the unnormalised $I_s$, and `nodeless_inverseCube` divides by $I_0$ to obtain the normalised moment.

The hypothesis `P.eval 0 ≠ 0` stands for the physical statement that the orbital behaves as $r^l$ at the nucleus, with no higher leading power. Hydrogenic functions have this property, but the file assumes it and does not derive it from the Schrödinger equation. It matters for basis functions: the single Slater function $re^{-\zeta r}$ used for a 2s orbital has $l=0$ and $P(r)=r$, so $P(0)=0$, and its inverse-cube moment is finite. That finite number reflects the wrong behaviour of the basis function at the nucleus and says nothing about the hydrogenic 2s state.

The theorems treat `l` only as an exponent; spherical harmonics and angular integrals do not enter. They concern exact real functions, so rounding, grid truncation and quadrature error are left to the code. The closed values cover $P=1$ only: with radial nodes the criterion still decides existence, but the file gives no value for the moment.

## How the two directions are proved

`exponent_gt_of_integrable` is the comparison at the origin. Continuity of `g` provides `δ`, and the library result `intervalIntegral.integrableOn_Ioo_rpow_iff` replaces the goal `-1 < q` by integrability of $r^q$ on $(0,\delta)$, which is the step done above with the explicit antiderivative. `Integrable.mono'` then carries out the domination, and the closing `calc` block is the inequality $r^q\le (2/g(0))\,r^qg(r)$.

`integrable_power_poly_exp` proves sufficiency by induction on the polynomial. The `add` case is the sum of two integrable functions. In the `monomial` case the factor $r^n$ is absorbed into the exponent, and the library's integrability theorem for a power times a decaying exponential finishes it.

`momentDensity_eq` collects the powers of $r$ and combines the two exponentials, for $r>0$ only. `momentExists_iff` uses it to rewrite the density and then applies one lemma in each direction, with `P ^ 2` as the polynomial and `2 * κ` as the decay constant. `integrable_power_exp_iff` calls the same two lemmas, the second with the constant polynomial 1. In `inverseCube_exists_iff` what remains is to pass between the real inequality $2l>0$ and the integer statement $l\ge1$.

`nodeless_moment` rewrites the density in the same way and inserts the library's Gamma integral. `nodeless_inverseCube` applies `Real.Gamma_add_one` three times and `Real.rpow_add_one` three times, so that both moments contain the common factors $\Gamma(2l)$ and $(2\kappa)^{2l}$. These are named `G` and `E`, known to be non-zero, and `field_simp` cancels them.

## Gaussian and numerical orbitals need a different hypothesis

The radial function could also be modelled as $R(r)=r^l u(r)$, with $u$ continuous on $[0,\infty)$, $u(0)\ne0$ and a decay bound such as $|u(r)|\le Ce^{-\kappa r}$ for constants $C,\kappa>0$. This would take in contracted Gaussians and smooth numerical orbitals, and the threshold $s>-(2l+3)$ would be the same.

The necessity half would need no new analysis, because `exponent_gt_of_integrable` already accepts any `g` that is continuous and positive at the origin; one only has to extend $u$ to negative $r$ by the constant $u(0)$, since the lemma asks for continuity from both sides. The sufficiency half would change: the induction on a polynomial would give way to a comparison of $u(r)^2$ with $C^2e^{-2\kappa r}$. The price is that the decay becomes an assumption to be checked for each orbital, whereas for a polynomial times an exponential it follows from $\kappa>0$.
